# In a fixed-weight exchange model whose reduced gradients grow with distance, a steeper enhancement factor gives a longer separation

## Can the minimum jump inward when the added exchange force points outward?

I have two fragments bound by dispersion, and I compare two vdW-DF-type functionals that differ only in the exchange enhancement factor, in a model where each point has a fixed weight and its reduced gradient is the same increasing function of the separation $d$ for both. The steeper factor gives a larger outward force at every $d$, so I expect a longer equilibrium separation. But my binding curve is shallow and need not be convex. It might have two competing minima, and a change of functional could move the global minimum from one to the other. What stops it from jumping to the inner one?

## The outward force difference rules out the jump

What the two functionals share decides the answer. In the model they share everything except the enhancement factor: the remaining energy $V(d)$, the reduced gradients $s_i(d)$ at finitely many points $i$, and positive weights $w_i$ that don't depend on $d$. With $k=1,2$ labelling the functionals, the energy curves are

$$E_k(d)=V(d)-G_k(d),\qquad G_k(d)=\sum_i w_i F_k(s_i(d)).$$

The minus sign is that of the exchange energy: the uniform-gas exchange energy density is negative, and $w_i$ stands for its magnitude times the volume element at point $i$. The condition $s_i'(d)>0$ says that the density at each point becomes more tail-like as the fragments separate. It is a postulate about the points included. At the midpoint of a dimer with inversion symmetry, for instance, the gradient vanishes at every separation and the condition fails.

Suppose that $V$, the $s_i$ and the $F_k$ are differentiable, that $F_1'>F_2'$ at all the reduced gradients that occur, and that $d_k$ is a global minimizer of $E_k$ on an open interval. Then $d_1>d_2$, however many minima the curves have.

### Two minimality inequalities and one force balance

By the chain rule, the derivative of $G_k$ is

$$P_k(d)=\sum_i w_i F_k'(s_i(d))\,s_i'(d).$$

This is the outward force contributed by the exchange term. The two forces differ by

$$P_1(d)-P_2(d)=\sum_i w_i\,\bigl[F_1'(s_i(d))-F_2'(s_i(d))\bigr]\,s_i'(d)>0,$$

because every factor in every term is positive and there is at least one term. Hence $D=G_1-G_2$ has a positive derivative and is strictly increasing on the interval.

Since $d_1$ and $d_2$ are minimizers,

$$E_1(d_1)\le E_1(d_2),\qquad E_2(d_2)\le E_2(d_1).$$

When the two inequalities are added, $V(d_1)$ and $V(d_2)$ appear on both sides and cancel. What remains is

$$G_1(d_2)-G_2(d_2)\le G_1(d_1)-G_2(d_1),$$

that is, $D(d_2)\le D(d_1)$. As $D$ is strictly increasing, $d_2\le d_1$. This step excludes your inward jump, and it uses no convexity.

Equality is still possible at this stage. If $d_1=d_2=d$, both energy curves have zero slope at $d$, so $V'(d)=P_1(d)$ and $V'(d)=P_2(d)$. That contradicts $P_1(d)>P_2(d)$, and therefore $d_2<d_1$.

The same force balances give a lower bound on the shift. Let the slope $E_2'=V'-P_2$ grow at most at rate $K$, so that $K$ bounds the stiffness of the second curve from above. Because $E_2'(d_2)=0$ and $V'(d_1)=P_1(d_1)$,

$$P_1(d_1)-P_2(d_1)=E_2'(d_1)-E_2'(d_2)\le K\,(d_1-d_2).$$

The left side and $d_1-d_2$ are both positive, so $K>0$, and the shift is at least the force difference at $d_1$ divided by $K$. For a given force difference at $d_1$, a smaller $K$ therefore guarantees a larger minimum shift; the actual shift can exceed this bound.

### The statement in Lean

The finite type `ι` labels the points, and `[Nonempty ι]` says that there is at least one. `exchangeGain` is $G_k$, `energy` is $E_k$ and `exchangePush` is $P_k$; "gain" and "push" are names used here, not textbook terms. The primes in `V'`, `s'` and `F₁'` are only parts of names. These are separate functions, and the `HasDerivAt` hypotheses make them the true derivatives where they are needed.

The interval is `Ioo a b`, the open interval from $a$ to $b$. The set `S` is the window of reduced gradients, and `hS` says that every $s_i(d)$ lies in it. If the reduced gradients are known to lie between 1 and 3, for example, you can take `S` to be the open interval from 1 to 3: a function that increases strictly on an open interval and has values in $[1,3]$ never reaches 1 or 3, so nothing is required of the enhancement factors at the endpoints.

`IsMinOn (energy V w s F₁) (Ioo a b) d₁` says that no separation in the interval has a lower energy than `d₁`. Membership of `d₁` in the interval is the separate hypothesis `hd₁`. Existence of the minimizers is assumed, and uniqueness is not needed: every minimizer of $E_1$ lies beyond every minimizer of $E_2$. Merely local minima are another matter, since two of them taken from different wells can come in either order.

```lean
import Mathlib

open Set

namespace VdwExchangeSeparation

noncomputable section

variable {ι : Type*} [Fintype ι]

/-- The exchange gain at separation `d`: the enhancement factor `F` at the reduced gradients
`s i d`, summed with weights `w i`. -/
def exchangeGain (w : ι → ℝ) (s : ι → ℝ → ℝ) (F : ℝ → ℝ) (d : ℝ) : ℝ :=
  ∑ i, w i * F (s i d)

/-- The binding energy curve: all other contributions `V` minus the exchange gain. -/
def energy (V : ℝ → ℝ) (w : ι → ℝ) (s : ι → ℝ → ℝ) (F : ℝ → ℝ) (d : ℝ) : ℝ :=
  V d - exchangeGain w s F d

/-- The exchange push at separation `d`, built from the enhancement slope `F'` and the rates
`s' i` at which the reduced gradients change with separation. -/
def exchangePush (w : ι → ℝ) (s s' : ι → ℝ → ℝ) (F' : ℝ → ℝ) (d : ℝ) : ℝ :=
  ∑ i, w i * (F' (s i d) * s' i d)

variable {V V' F F' F₁ F₁' F₂ F₂' : ℝ → ℝ} {w : ι → ℝ} {s s' : ι → ℝ → ℝ}
  {S : Set ℝ} {a b d d₁ d₂ : ℝ}

/-- If the reduced gradients and the enhancement factor are differentiable, the exchange push
is the derivative of the exchange gain with respect to the separation. -/
theorem hasDerivAt_exchangeGain (hs : ∀ i, HasDerivAt (s i) (s' i d) d)
    (hF : ∀ i, HasDerivAt F (F' (s i d)) (s i d)) :
    HasDerivAt (exchangeGain w s F) (exchangePush w s s' F' d) d := by
  have h : HasDerivAt (fun x => ∑ i, w i * F (s i x))
      (∑ i, w i * (F' (s i d) * s' i d)) d :=
    HasDerivAt.fun_sum fun i _ => ((hF i).comp d (hs i)).const_mul (w i)
  exact h

/-- With at least one point, positive weights and positive rates `s' i d`, the enhancement slope
that is larger at every reduced gradient `s i d` gives the larger exchange push. -/
theorem exchangePush_lt [Nonempty ι] (hw : ∀ i, 0 < w i) (hs' : ∀ i, 0 < s' i d)
    (hslope : ∀ i, F₂' (s i d) < F₁' (s i d)) :
    exchangePush w s s' F₂' d < exchangePush w s s' F₁' d := by
  unfold exchangePush
  apply Finset.sum_lt_sum_of_nonempty Finset.univ_nonempty
  intro i _
  exact mul_lt_mul_of_pos_left (mul_lt_mul_of_pos_right (hslope i) (hs' i)) (hw i)

/-- Let there be at least one point, let the weights be positive, and on an open interval let the
reduced gradients be differentiable, stay in a window `S` and grow at positive rates. If `F₁` and
`F₂` are differentiable at every point of `S` and `F₁` has the larger slope there, then the exchange
gain for `F₁` minus that for `F₂` increases strictly on the interval. -/
theorem gain_difference_strictMonoOn [Nonempty ι] (hw : ∀ i, 0 < w i)
    (hs : ∀ i, ∀ x ∈ Ioo a b, HasDerivAt (s i) (s' i x) x)
    (hs' : ∀ i, ∀ x ∈ Ioo a b, 0 < s' i x) (hS : ∀ i, ∀ x ∈ Ioo a b, s i x ∈ S)
    (hF₁ : ∀ t ∈ S, HasDerivAt F₁ (F₁' t) t) (hF₂ : ∀ t ∈ S, HasDerivAt F₂ (F₂' t) t)
    (hslope : ∀ t ∈ S, F₂' t < F₁' t) :
    StrictMonoOn (fun x => exchangeGain w s F₁ x - exchangeGain w s F₂ x) (Ioo a b) := by
  have hder : ∀ x ∈ Ioo a b,
      HasDerivAt (fun x => exchangeGain w s F₁ x - exchangeGain w s F₂ x)
        (exchangePush w s s' F₁' x - exchangePush w s s' F₂' x) x := fun x hx =>
    (hasDerivAt_exchangeGain (fun i => hs i x hx) (fun i => hF₁ _ (hS i x hx))).fun_sub
      (hasDerivAt_exchangeGain (fun i => hs i x hx) (fun i => hF₂ _ (hS i x hx)))
  apply strictMonoOn_of_deriv_pos (convex_Ioo a b)
  · exact fun x hx => (hder x hx).continuousAt.continuousWithinAt
  · intro x hx
    rw [interior_Ioo] at hx
    rw [(hder x hx).deriv]
    exact sub_pos.mpr (exchangePush_lt hw (fun i => hs' i x hx)
      (fun i => hslope _ (hS i x hx)))

/-- Force balance: let `d` minimize the energy curve on an open interval. If `V` and the reduced
gradients are differentiable at `d`, and `F` is differentiable at each `s i d`, then the slope of
`V` at `d` equals the exchange push. -/
theorem force_balance (hd : d ∈ Ioo a b) (hmin : IsMinOn (energy V w s F) (Ioo a b) d)
    (hV : HasDerivAt V (V' d) d) (hs : ∀ i, HasDerivAt (s i) (s' i d) d)
    (hF : ∀ i, HasDerivAt F (F' (s i d)) (s i d)) :
    V' d = exchangePush w s s' F' d := by
  have hE : HasDerivAt (energy V w s F) (V' d - exchangePush w s s' F' d) d :=
    hV.fun_sub (hasDerivAt_exchangeGain hs hF)
  have hloc := hmin.isLocalMin (isOpen_Ioo.mem_nhds hd)
  exact sub_eq_zero.mp (hloc.hasDerivAt_eq_zero hE)

/-- Steeper exchange lengthens the separation. Let there be at least one point, with positive
weights. On an open interval, let `V` and the reduced gradients be differentiable, and let the
reduced gradients grow at positive rates inside a window `S`. Let `F₁` and `F₂` be differentiable at
every point of `S`, with the larger slope for `F₁`. Then any minimizer `d₁` of the energy for `F₁`
on the interval lies strictly beyond any minimizer `d₂` for `F₂`. -/
theorem steeper_exchange_lengthens [Nonempty ι] (hw : ∀ i, 0 < w i)
    (hV : ∀ x ∈ Ioo a b, HasDerivAt V (V' x) x)
    (hs : ∀ i, ∀ x ∈ Ioo a b, HasDerivAt (s i) (s' i x) x)
    (hs' : ∀ i, ∀ x ∈ Ioo a b, 0 < s' i x) (hS : ∀ i, ∀ x ∈ Ioo a b, s i x ∈ S)
    (hF₁ : ∀ t ∈ S, HasDerivAt F₁ (F₁' t) t) (hF₂ : ∀ t ∈ S, HasDerivAt F₂ (F₂' t) t)
    (hslope : ∀ t ∈ S, F₂' t < F₁' t)
    (hd₁ : d₁ ∈ Ioo a b) (hmin₁ : IsMinOn (energy V w s F₁) (Ioo a b) d₁)
    (hd₂ : d₂ ∈ Ioo a b) (hmin₂ : IsMinOn (energy V w s F₂) (Ioo a b) d₂) :
    d₂ < d₁ := by
  rcases lt_trichotomy d₁ d₂ with h | h | h
  · -- the wrong order contradicts the two minimality inequalities
    have hgap : exchangeGain w s F₁ d₁ - exchangeGain w s F₂ d₁ <
        exchangeGain w s F₁ d₂ - exchangeGain w s F₂ d₂ :=
      gain_difference_strictMonoOn hw hs hs' hS hF₁ hF₂ hslope hd₁ hd₂ h
    have h₁ := isMinOn_iff.mp hmin₁ d₂ hd₂
    have h₂ := isMinOn_iff.mp hmin₂ d₁ hd₁
    unfold energy at h₁ h₂
    linarith
  · -- a common minimizer would have to balance two different pushes
    subst h
    have b₁ := force_balance hd₁ hmin₁ (hV _ hd₁) (fun i => hs i _ hd₁)
      (fun i => hF₁ _ (hS i _ hd₁))
    have b₂ := force_balance hd₁ hmin₂ (hV _ hd₁) (fun i => hs i _ hd₁)
      (fun i => hF₂ _ (hS i _ hd₁))
    have hlt := exchangePush_lt hw (fun i => hs' i _ hd₁) (fun i => hslope _ (hS i _ hd₁))
    linarith
  · exact h

/-- Size of the lengthening. In the setting of `steeper_exchange_lengthens`, if the slope of the
energy curve for `F₂` grows at most at rate `K`, then the difference of the exchange pushes at
`d₁` is at most `K` times the lengthening `d₁ - d₂`. -/
theorem push_difference_le_stiffness_mul_shift [Nonempty ι] {K : ℝ} (hw : ∀ i, 0 < w i)
    (hV : ∀ x ∈ Ioo a b, HasDerivAt V (V' x) x)
    (hs : ∀ i, ∀ x ∈ Ioo a b, HasDerivAt (s i) (s' i x) x)
    (hs' : ∀ i, ∀ x ∈ Ioo a b, 0 < s' i x) (hS : ∀ i, ∀ x ∈ Ioo a b, s i x ∈ S)
    (hF₁ : ∀ t ∈ S, HasDerivAt F₁ (F₁' t) t) (hF₂ : ∀ t ∈ S, HasDerivAt F₂ (F₂' t) t)
    (hslope : ∀ t ∈ S, F₂' t < F₁' t)
    (hd₁ : d₁ ∈ Ioo a b) (hmin₁ : IsMinOn (energy V w s F₁) (Ioo a b) d₁)
    (hd₂ : d₂ ∈ Ioo a b) (hmin₂ : IsMinOn (energy V w s F₂) (Ioo a b) d₂)
    (hK : ∀ x ∈ Ioo a b, ∀ y ∈ Ioo a b, x < y →
      (V' y - exchangePush w s s' F₂' y) - (V' x - exchangePush w s s' F₂' x) ≤ K * (y - x)) :
    exchangePush w s s' F₁' d₁ - exchangePush w s s' F₂' d₁ ≤ K * (d₁ - d₂) := by
  have hlt := steeper_exchange_lengthens hw hV hs hs' hS hF₁ hF₂ hslope hd₁ hmin₁ hd₂ hmin₂
  have b₁ := force_balance hd₁ hmin₁ (hV _ hd₁) (fun i => hs i _ hd₁)
    (fun i => hF₁ _ (hS i _ hd₁))
  have b₂ := force_balance hd₂ hmin₂ (hV _ hd₂) (fun i => hs i _ hd₂)
    (fun i => hF₂ _ (hS i _ hd₂))
  have hk := hK d₂ hd₂ d₁ hd₁ hlt
  linarith

/-- Take `V = d ^ 2 / 2`, one point of weight 1 with reduced gradient `s = d`, and the linear
enhancement `F = c s`, with `c` strictly between 1 and 3. The energy on the open interval from 1 to
3 is minimal at `d = c`, and the exchange push is `c` at every separation. -/
theorem harmonic_witness (c : ℝ) (hc : c ∈ Ioo (1 : ℝ) 3) :
    (c ∈ Ioo (1 : ℝ) 3 ∧ IsMinOn (energy (fun d => d ^ 2 / 2) (fun _ : Unit => 1)
      (fun _ d => d) (fun t => c * t)) (Ioo 1 3) c) ∧
    ∀ d, exchangePush (fun _ : Unit => 1) (fun _ d => d) (fun _ _ => 1) (fun _ => c) d = c := by
  refine ⟨⟨hc, isMinOn_iff.mpr fun x _ => ?_⟩, fun d => ?_⟩
  · simp only [energy, exchangeGain, Finset.univ_unique, Finset.sum_singleton]
    nlinarith [sq_nonneg (x - c)]
  · simp [exchangePush]

/-- Take `V = k * |d - 2|` and one point of weight 1 with reduced gradient `s = d`. For every linear
enhancement `F = c s` with `|c| ≤ k`, the separation `d = 2` minimizes the energy on the open
interval from 1 to 3. -/
theorem kink_pins_separation (k c : ℝ) (hc : |c| ≤ k) :
    IsMinOn (energy (fun d => k * |d - 2|) (fun _ : Unit => 1)
      (fun _ d => d) (fun t => c * t)) (Ioo 1 3) 2 := by
  refine isMinOn_iff.mpr fun x _ => ?_
  have h₁ := mul_le_mul_of_nonneg_right hc (abs_nonneg (x - 2))
  have h₂ := le_abs_self (c * (x - 2))
  rw [abs_mul] at h₂
  have h₀ : |(2 : ℝ) - 2| = 0 := by norm_num
  simp only [energy, exchangeGain, Finset.univ_unique, Finset.sum_singleton]
  rw [h₀]
  linarith

end

end VdwExchangeSeparation
```

```lean
#print axioms VdwExchangeSeparation.steeper_exchange_lengthens
#print axioms VdwExchangeSeparation.push_difference_le_stiffness_mul_shift
#print axioms VdwExchangeSeparation.kink_pins_separation
```

```
'VdwExchangeSeparation.steeper_exchange_lengthens' depends on axioms: [propext, Classical.choice, Quot.sound]
'VdwExchangeSeparation.push_difference_le_stiffness_mul_shift' depends on axioms: [propext, Classical.choice, Quot.sound]
'VdwExchangeSeparation.kink_pins_separation' depends on axioms: [propext, Classical.choice, Quot.sound]
```

### How the lemmas carry the argument

`hasDerivAt_exchangeGain` is the chain rule, applied term by term and summed. `exchangePush_lt` is the inequality $P_2(d)<P_1(d)$: it multiplies the slope inequality by the positive rate and the positive weight, then uses the fact that a nonempty sum of strictly larger terms is strictly larger. `gain_difference_strictMonoOn` combines the two. It computes the derivative of $D$ and passes it to `strictMonoOn_of_deriv_pos`, which turns a positive derivative on a convex set into strict growth.

`force_balance` is the stationarity condition. A minimizer on an open interval is a local minimizer, so the derivative $V'(d)-P(d)$ vanishes there, where $P$ is the push for the enhancement factor in use.

The main theorem, `steeper_exchange_lengthens`, splits into three cases with `lt_trichotomy`. If $d_1<d_2$, strict growth gives $D(d_1)<D(d_2)$, and `linarith` finds the contradiction with the two minimality inequalities; this is the addition done above. If $d_1=d_2$, two uses of `force_balance` contradict `exchangePush_lt`. The third case is the claim.

`push_difference_le_stiffness_mul_shift` first obtains $d_2<d_1$ from the main theorem, because its hypothesis `hK` bounds the growth of the slope only from a smaller separation to a larger one. It then inserts both force balances.

Two small models complete the file. Their linear enhancement factors are chosen for easy algebra and are not realistic ones. In `harmonic_witness` there is one point of weight 1, with $V=d^2/2$, $s=d$ and $F(t)=ct$. The energy $d^2/2-cd$ exceeds its value at $c$ by $(d-c)^2/2$, so for $1<c<3$ the minimum on the interval from 1 to 3 is at $d=c$, and the push is $c$ everywhere. For two slopes $c_1>c_2$ in that range, the shift and the force difference are both $c_1-c_2$. The slope of the second curve grows at rate 1, so the bound is attained with $K=1$.

In `kink_pins_separation` the potential is $V=k|d-2|$, with the same $s$ and $F$. Relative to $d=2$ the energy is $k|d-2|-c(d-2)$, which is nonnegative when $|c|\le k$. For $k>0$, two different slopes within this range share the minimizer $d=2$. A continuous $V$ that is differentiable everywhere except at one point is thus not enough for the strict inequality. The weak one, $d_2\le d_1$, survives, since its derivation never differentiates $V$.

### Slopes rather than values, and shrinking gradients

The comparison is between slopes, and it is readily misread as one between values. In the model, a larger $F_1$ does not by itself mean a longer separation: because the weights are fixed, adding a positive constant to an enhancement factor lowers the energy equally at every separation and leaves the minimizer where it was. To read the model's prediction from a plot of $F(s)$, look at which curve rises faster over the relevant range of $s$, not at which one lies higher. In a real dimer the weights change with $d$, and then the values matter too.

The same argument also answers the opposite case. If every $s_i'(d)$ is negative instead of positive and the other assumptions stay as they are, then $P_1<P_2$, $D$ is strictly decreasing, and the steeper factor shortens the separation: $d_1<d_2$. I give this mirror version only as a prose argument; the code treats growing gradients.

### From the model to your dimer

For two vdW-DF variants with the same nonlocal correlation, the result predicts the sign of the change in binding distance from the enhancement slopes, within a model that has one separation coordinate and fixed weights. If the nonlocal correlation changes as well, as it does between vdW-DF and vdW-DF2, the two curves no longer share $V$ and the cancellation fails.

The step that the hypotheses leave to you is the replacement of the real exchange energies by sums with fixed weights over a common density. In a real dimer the density at a point changes with $d$, so $w_i$ does too, and the force difference acquires the terms $w_i'(d)\,[F_1(s_i(d))-F_2(s_i(d))]$, whose sign the slope condition does not control. Self-consistency adds a further difference, because each functional relaxes the density in its own way. To see whether your case behaves like the model, evaluate both exchange energies on the same densities at several separations and check that $E_1-E_2$ falls steadily as $d$ grows.
